# Potentials with equal discrete Laplacians on a finite ring give the same levels up to one common shift

Before core-level energies from two periodic calculations are subtracted, they need a common reference. One choice is the potential at a matching place in each cell, for instance in a bulk-like region. The theorems below treat a finite ring of sites and two potentials with the same discrete Laplacian, with the rest of the Hamiltonian held fixed. They show that this alignment removes a single constant which shifts every level equally.

```lean
import Mathlib

open Matrix

namespace CoreLevelAlignment

/-- The discrete Laplacian of a potential on a chain or ring of sites with unit spacing. -/
def laplacian {G : Type*} [AddGroupWithOne G] (v : G → ℝ) (j : G) : ℝ :=
  v (j + 1) + v (j - 1) - 2 * v j

/-- The nonzero vector `ψ` is an eigenvector, with eigenvalue `e`, of the matrix `H` plus the
local potential `v` on a ring of `N` sites. -/
def IsLevel {N : ℕ} [NeZero N] (H : Matrix (ZMod N) (ZMod N) ℂ) (v : ZMod N → ℝ)
    (e : ℂ) (ψ : ZMod N → ℂ) : Prop :=
  ψ ≠ 0 ∧ (H + Matrix.diagonal (fun j => (v j : ℂ))) *ᵥ ψ = e • ψ

/-- A potential on a finite ring whose discrete Laplacian vanishes everywhere is constant. -/
theorem eq_of_laplacian_zero {N : ℕ} [NeZero N] (u : ZMod N → ℝ)
    (h : ∀ j, laplacian u j = 0) (j : ZMod N) : u j = u 0 := by
  -- the slope is the same on every bond
  have step : ∀ n : ℕ, u ((n : ZMod N) + 1) - u (n : ZMod N) = u 1 - u 0 := by
    intro n
    induction n with
    | zero => simp
    | succ n ih =>
      have hn := h ((n : ZMod N) + 1)
      simp only [laplacian, add_sub_cancel_right] at hn
      push_cast
      linarith
  have lin : ∀ n : ℕ, u (n : ZMod N) = u 0 + (n : ℝ) * (u 1 - u 0) := by
    intro n
    induction n with
    | zero => simp
    | succ n ih =>
      have hn := step n
      push_cast
      linear_combination ih + hn
  -- going once round the ring forces the slope to vanish
  have slope : u 1 - u 0 = 0 := by
    have hround := lin N
    rw [ZMod.natCast_self] at hround
    have hN : (N : ℝ) ≠ 0 := Nat.cast_ne_zero.mpr (NeZero.ne N)
    have hmul : (N : ℝ) * (u 1 - u 0) = 0 := by linarith
    exact (mul_eq_zero.mp hmul).resolve_left hN
  have hj := lin j.val
  rw [ZMod.natCast_zmod_val, slope] at hj
  simpa using hj

/-- Two potentials on a finite ring with equal discrete Laplacians have the same offset at any
two sites. -/
theorem offset_eq {N : ℕ} [NeZero N] {v w : ZMod N → ℝ}
    (h : ∀ j, laplacian v j = laplacian w j) (j r : ZMod N) :
    v j - w j = v r - w r := by
  have key := eq_of_laplacian_zero (fun k => v k - w k) (fun k => by
    have hk := h k
    simp only [laplacian] at hk ⊢
    linarith)
  exact (key j).trans (key r).symm

/-- If two potentials on a finite ring differ by the constant `c`, adding each to the same matrix
`H` gives the same eigenvectors, with eigenvalues that differ by `c`. -/
theorem level_shift {N : ℕ} [NeZero N] {v w : ZMod N → ℝ} {c : ℝ}
    (hc : ∀ j, v j - w j = c) (H : Matrix (ZMod N) (ZMod N) ℂ) (e : ℂ) (ψ : ZMod N → ℂ) :
    IsLevel H v e ψ ↔ IsLevel H w (e - c) ψ := by
  unfold IsLevel
  refine and_congr_right fun _ => ?_
  simp only [funext_iff, Matrix.add_mulVec, Pi.add_apply, Matrix.mulVec_diagonal,
    Pi.smul_apply, smul_eq_mul]
  refine forall_congr' fun j => ?_
  have h : (v j : ℂ) - (w j : ℂ) = (c : ℂ) := by exact_mod_cast hc j
  constructor
  · intro h'
    linear_combination h' - ψ j * h
  · intro h'
    linear_combination h' + ψ j * h

/-- Two potentials on a finite ring with equal discrete Laplacians differ by a constant `c`, and
for every matrix `H` the eigenvectors agree while the eigenvalues differ by `c`. -/
theorem core_levels_up_to_constant {N : ℕ} [NeZero N] (v w : ZMod N → ℝ)
    (h : ∀ j, laplacian v j = laplacian w j) :
    ∃ c : ℝ, (∀ j, v j - w j = c) ∧
      ∀ (H : Matrix (ZMod N) (ZMod N) ℂ) (e : ℂ) (ψ : ZMod N → ℂ),
        IsLevel H v e ψ ↔ IsLevel H w (e - c) ψ :=
  ⟨v 0 - w 0, fun j => offset_eq h j 0, level_shift fun j => offset_eq h j 0⟩

/-- Adding a real constant `c` to the potential leaves its discrete Laplacian unchanged and moves
a level from `e` to `e + c`. -/
theorem absolute_level_undetermined {N : ℕ} [NeZero N] {v : ZMod N → ℝ}
    {H : Matrix (ZMod N) (ZMod N) ℂ} {e : ℂ} {ψ : ZMod N → ℂ}
    (hl : IsLevel H v e ψ) (c : ℝ) :
    (∀ j, laplacian (fun k => v k + c) j = laplacian v j) ∧
      IsLevel H (fun k => v k + c) (e + c) ψ := by
  constructor
  · intro j
    simp only [laplacian]
    ring
  · have hs := (level_shift (v := v) (w := fun k => v k + c) (c := -c)
      (fun j => show v j - (v j + c) = -c by ring) H e ψ).1 hl
    have he : e - ((-c : ℝ) : ℂ) = e + c := by
      push_cast
      ring
    rwa [he] at hs

/-- For potentials on a finite ring with equal discrete Laplacians, added to the same matrix `H`,
the levels measured from the potential at a common reference site `r` coincide. -/
theorem aligned_levels_agree {N : ℕ} [NeZero N] {v w : ZMod N → ℝ}
    (h : ∀ j, laplacian v j = laplacian w j) (r : ZMod N)
    (H : Matrix (ZMod N) (ZMod N) ℂ) (ε : ℂ) (ψ : ZMod N → ℂ) :
    IsLevel H v (v r + ε) ψ ↔ IsLevel H w (w r + ε) ψ := by
  have hs := level_shift (fun j => offset_eq h j r) H ((v r : ℂ) + ε) ψ
  have he : (v r : ℂ) + ε - ((v r - w r : ℝ) : ℂ) = (w r : ℂ) + ε := by
    push_cast
    ring
  rwa [he] at hs

/-- Two potentials on a finite ring with equal discrete Laplacians and equal sums over the ring
are identical. -/
theorem eq_of_equal_sum {N : ℕ} [NeZero N] {v w : ZMod N → ℝ}
    (h : ∀ j, laplacian v j = laplacian w j) (hs : ∑ j, v j = ∑ j, w j) : v = w := by
  funext j
  -- the total offset is `N` times the offset at one site
  have ht : ∑ k, (v k - w k) = ∑ _k : ZMod N, (v j - w j) :=
    Finset.sum_congr rfl fun k _ => offset_eq h k j
  rw [Finset.sum_sub_distrib, hs, sub_self, Finset.sum_const, Finset.card_univ, ZMod.card,
    nsmul_eq_mul] at ht
  have hN : (N : ℝ) ≠ 0 := Nat.cast_ne_zero.mpr (NeZero.ne N)
  have hj := (mul_eq_zero.mp ht.symm).resolve_left hN
  linarith

/-- On the infinite chain the linear potential has zero discrete Laplacian everywhere and is not
constant. -/
theorem infinite_chain_counterexample :
    (∀ j : ℤ, laplacian (fun k : ℤ => (k : ℝ)) j = 0) ∧
      ¬ ∃ c : ℝ, ∀ j : ℤ, (j : ℝ) = c := by
  constructor
  · intro j
    simp only [laplacian]
    push_cast
    ring
  · rintro ⟨c, hc⟩
    have h0 := hc 0
    have h1 := hc 1
    push_cast at h0 h1
    linarith

end CoreLevelAlignment
```

```lean
#print axioms CoreLevelAlignment.core_levels_up_to_constant
-- 'CoreLevelAlignment.core_levels_up_to_constant' depends on axioms: [propext, Classical.choice, Quot.sound]
#print axioms CoreLevelAlignment.aligned_levels_agree
-- 'CoreLevelAlignment.aligned_levels_agree' depends on axioms: [propext, Classical.choice, Quot.sound]
#print axioms CoreLevelAlignment.eq_of_equal_sum
-- 'CoreLevelAlignment.eq_of_equal_sum' depends on axioms: [propext, Classical.choice, Quot.sound]
#print axioms CoreLevelAlignment.infinite_chain_counterexample
-- 'CoreLevelAlignment.infinite_chain_counterexample' depends on axioms: [propext, Classical.choice, Quot.sound]
```

## The constant that Poisson's equation leaves open

In the initial-state approximation, a core-level shift is, up to sign, the difference between the energies of the same core orbital in two environments. Each energy depends on the potential at the atom, whose electrostatic part comes from the charge density through Poisson's equation. That equation contains only second derivatives, so in a periodic cell a constant can be added to the potential without any change in the density. An absolute core level therefore has no meaning until a zero of potential has been chosen.

In the model, space is a ring of N ≥ 1 sites with unit spacing, labelled by `ZMod N`, the integers modulo N. A potential is a real function v on the sites, understood as the potential energy of an electron. Its discrete Laplacian, `laplacian v j`, is

v(j+1) + v(j−1) − 2v(j).

Equal Laplacians stand for equal charge densities. On two sites both neighbours are the same site, counted twice; on one site the Laplacian is always zero.

The matrix H holds everything else in the one-electron Hamiltonian, such as hopping between sites, and is the same for both potentials. `IsLevel H v e ψ` says that ψ is a nonzero vector with

(H + diag(v)) ψ = e ψ.

Any eigenvector counts as a level here, whether or not it is localised like a core orbital. H may be any complex matrix, so e is a complex number; it is real when H is Hermitian. The vector ψ need not be normalised.

The main theorem, `core_levels_up_to_constant`, takes v and w with equal Laplacians at every site. It gives a real c with v(j) − w(j) = c for all j, and the same c serves every H, e and ψ: ψ is a level of v at e exactly when it is a level of w at e − c. The sign convention is that c is v minus w.

This is a one-dimensional lattice model whose H is held fixed. In a real comparison, two cells, say with and without a defect, have at best nearly the same density, and only in part of the cell, whereas the theorems require equal Laplacians on the whole ring. That the potentials can still be matched in the shared region is a further physical assumption.

## Once round the ring

Let u = v − w. The Laplacian is linear, so u has zero Laplacian:

u(j+1) + u(j−1) − 2u(j) = 0,

which rearranges to

u(j+1) − u(j) = u(j) − u(j−1).

The slope is thus the same on every bond. Call it s = u(1) − u(0). Adding up n bonds from site 0 gives

u(n) = u(0) + n s.

After N bonds the walk is back at site 0, so u(0) = u(0) + N s. Hence N s = 0, and s = 0 because N is not zero. So u is a constant c.

`eq_of_laplacian_zero` follows this argument. Its inductions `step` and `lin` run over natural numbers n, which are then read as sites of the ring. In `slope`, the fact that N is the same site as 0 closes the walk. An arbitrary site j is finally reached through `j.val`, its representative among 0, …, N−1. `offset_eq` applies the result to v − w and concludes that the offset is the same at any two sites.

## From a constant offset to shifted levels

Since diag(v) = diag(w) + c·1,

(H + diag(v)) ψ = (H + diag(w)) ψ + c ψ.

The left side equals e ψ exactly when

(H + diag(w)) ψ = (e − c) ψ.

This is `level_shift`. Lean writes the eigenvalue equation site by site, and each direction follows by adding or subtracting ψ(j) times the equation v(j) − w(j) = c. The main theorem combines this with `offset_eq`, taking c = v(0) − w(0).

Three consequences describe the freedom and how to remove it:

- `absolute_level_undetermined`: a constant c added to v contributes c + c − 2c = 0 to the Laplacian and moves a level from e to e + c. Here c is the amount added, so `level_shift` is used with −c.
- `aligned_levels_agree`: choose a reference site r and write e = v(r) + ε, where ε is the level measured from the potential at r. The offset is v(r) − w(r), so the corresponding level of w is e − v(r) + w(r) = w(r) + ε. The aligned value ε is the same for both potentials.
- `eq_of_equal_sum`: if v and w also have equal sums over the ring, then N c = 0, so c = 0 and v = w. Plane-wave codes fix the same freedom when they assign a value to the cell average of the potential.

## Three sites with numbers

Take N = 3, let H have −1 between different sites and 0 on the diagonal, and list values in the order of sites 0, 1, 2:

v = (0, −2, 0), w = (5, 3, 5).

Both Laplacians are (−2, 4, −2), and c = v − w = −5. The vector ψ = (1, 2, 1), or (1, 2, 1)/√6 when normalised, has two thirds of its weight on site 1. Direct multiplication gives

(H + diag(v)) ψ = (−3, −6, −3) = −3 ψ,

(H + diag(w)) ψ = (2, 4, 2) = 2 ψ.

The raw levels, −3 and 2, differ by 5 although the Laplacians are identical. Measured from the potential at site 0 they agree:

−3 − 0 = −3 and 2 − 5 = −3.

## A uniform field, and a ring with two charged sites

On the infinite chain the potential u(j) = j has

(j + 1) + (j − 1) − 2j = 0

at every site, yet it is not constant. `infinite_chain_counterexample` proves this. Physically it is a uniform electric field, which needs no charge within the chain. The example shows that zero Laplacian alone does not force a constant on the infinite chain; some condition must exclude the linear potential. Closing the ring does so, and on the chain boundedness would also be enough. The requirement N ≥ 1 matters for the same reason, because in Lean `ZMod 0` is the set of all integers.

Knowing that the Laplacians are equal at some of the sites can also be too little. On six sites let

u = (0, 1, 2, 3, 2, 1).

Its Laplacian is (2, 0, 0, −2, 0, 0). It vanishes everywhere except at sites 0 and 3, but u is not constant. If v − w equals this u, the two potentials have equal Laplacians at sites 1 and 2, and yet alignment at site 1 and alignment at site 2 give offsets that differ by 1. A difference in charge elsewhere in the cell can thus make the difference between the aligned levels depend on the chosen reference site.
